# An unscaled one-centre term changes the zero-stress kinetic energy from $-e$ to $\langle D\rangle-e$

The eigenstate is taken to be continuous at the cell size where the stress is evaluated. An eigenvalue equation at each size does not provide this: at a level crossing, a solver may return a state from the other branch. With continuity assumed, differentiability of the energy follows.

Let $L>0$ be the cell size and
$$H(L)=\frac{K}{L^2}+\frac{U}{L}+D,$$
where $K$, $U$ and $D$ are Hermitian and independent of $L$. The first term is the kinetic energy, and the second scales like a Coulomb energy. The third is an idealised atom-centred correction, whose matrix elements in a basis that stretches with the cell are assumed constant. It is modelled on the PAW one-centre term, which does not in general satisfy this assumption: the PAW projectors keep their size while the basis functions stretch, and this adds a contribution to the stress that is left out here.

Let $H(l)u(l)=e(l)u(l)$ for all $l$ near $L$, with $u$ continuous at $L$ and $\|u(L)\|=1$. Write $\langle A\rangle=\langle u(L),A\,u(L)\rangle$. Then
$$-L\,e'(L)=\frac{2\langle K\rangle}{L^2}+\frac{\langle U\rangle}{L},$$
and if $e'(L)=0$,
$$\frac{\langle K\rangle}{L^2}=\langle D\rangle-e(L).$$
The kinetic energy therefore has the virial value $-e(L)$ at zero stress exactly when $\langle D\rangle=0$.

## Stress from a single cell size

For a Hamiltonian of the form above, with $K$, $U$ and $D$ constant matrices in a basis that stretches with the cell, the first identity lets a code compute the isotropic stress from expectation values at one cell size, and check it against finite differences of the energy. For a cubic cell of volume $L^3$, $-L\,e'$ is three times pressure times volume.

The second identity corrects a possible consistency test. In this model, a zero-stress state with kinetic energy different from $-e$ need not indicate a bug, because the difference should equal $\langle D\rangle$. If the matrix elements of $D$ change with the cell, as in an actual PAW calculation, their derivative also enters the difference, and comparison with $\langle D\rangle$ alone is not a valid test.

## Derivation from two eigenstates

Take eigenstates $v$ at size $a$ and $w$ at size $b$, with energies $e_a$ and $e_b$. Since $H(a)$ is Hermitian,
$$\langle v,H(a)w\rangle=\langle H(a)v,w\rangle=e_a\langle v,w\rangle,\qquad \langle v,H(b)w\rangle=e_b\langle v,w\rangle.$$
Subtracting removes $D$. The real part is
$$(e_b-e_a)\,\mathrm{Re}\langle v,w\rangle=\left(\frac1{b^2}-\frac1{a^2}\right)\mathrm{Re}\langle v,Kw\rangle+\left(\frac1b-\frac1a\right)\mathrm{Re}\langle v,Uw\rangle.$$

Now set $a=L$, $b=l$, $v=u(L)$ and $w=u(l)$, and divide by $l-L$. As $l\to L$, continuity sends the overlap to $1$ and the matrix elements to expectation values. The overlap is positive close to $L$, so it can be divided out:
$$e'(L)=-\frac{2\langle K\rangle}{L^3}-\frac{\langle U\rangle}{L^2}.$$
Multiplication by $-L$ gives the stress identity.

Taking the inner product of the eigenvalue equation with $u(L)$ gives
$$e(L)=\frac{\langle K\rangle}{L^2}+\frac{\langle U\rangle}{L}+\langle D\rangle.$$
At zero stress, $\langle U\rangle/L=-2\langle K\rangle/L^2$. Substitution gives $e(L)=-\langle K\rangle/L^2+\langle D\rangle$, which is the second identity.

## One level, and two levels that cross

The smallest case is a one-dimensional space with $K=1$, $U=-2$ and $D=d$. Here $e(L)=1/L^2-2/L+d$, so the stress vanishes at $L=1$. The kinetic energy there is $1$, while $-e(1)=1-d$.

For the crossing, take orthonormal $p,q$ with $K=|p\rangle\langle p|$, $U=0$ and $D=|q\rangle\langle q|$. The levels $1/L^2$ and $1$ meet at $L=1$. Let $u(L)=p$ except at $L=1$, where $u(1)=q$. This is a unit eigenvector at every size, with the smooth energy $e(L)=1/L^2$. Yet $-L\,e'=2$ at $L=1$, while the expectation values in $q$ give $0$. Unit eigenvectors with a differentiable energy are therefore not enough.

Arbitrary phases from an eigensolver are harmless, since expectation values do not depend on them. It suffices that phases can be chosen to make $u$ continuous at $L$.

## The Lean file

```lean
import Mathlib

open Filter Topology

namespace PAWStressVirial

noncomputable section

variable {E : Type*} [NormedAddCommGroup E] [InnerProductSpace ℂ E]

/-- A bounded operator is Hermitian if it can be moved across the inner product. -/
def Hermitian (A : E →L[ℂ] E) : Prop :=
  ∀ x y, inner ℂ (A x) y = inner ℂ x (A y)

/-- The Hamiltonian `K/L² + U/L + D` at cell size `L ≠ 0`, with unscaled one-centre term `D`. -/
def hamiltonian (K U D : E →L[ℂ] E) (L : ℝ) : E →L[ℂ] E :=
  (((L ^ 2)⁻¹ : ℝ) : ℂ) • K + ((L⁻¹ : ℝ) : ℂ) • U + D

/-- The real part of `⟨v, A v⟩`, which is the expectation value of a Hermitian `A`
in a unit vector `v`. -/
def expectation (A : E →L[ℂ] E) (v : E) : ℝ := (inner ℂ v (A v)).re

/-- The operator `|p⟩⟨p|`. -/
def projector (p : E) : E →L[ℂ] E := (innerSL ℂ p).smulRight p

/-- A state that equals `p` at every cell size except `L = 1`, where it jumps to `q`. -/
def jumpingState (p q : E) (L : ℝ) : E := if L = 1 then q else p

/-- The kinetic scale factor `1/L²` has derivative `-2/L³` at `L ≠ 0`. -/
theorem hasDerivAt_inv_sq {L : ℝ} (hL : L ≠ 0) :
    HasDerivAt (fun l : ℝ => (l ^ 2)⁻¹) (-2 / L ^ 3) L := by
  have h := (hasDerivAt_pow 2 L).inv (pow_ne_zero 2 hL)
  refine h.congr_deriv ?_
  norm_num
  field_simp

/-- For Hermitian `K`, `U`, `D`, the energy difference of eigenstates at two cell sizes, times
the real part of their overlap, comes only from the change of the scaled terms. -/
theorem energy_difference {K U D : E →L[ℂ] E} (hK : Hermitian K) (hU : Hermitian U)
    (hD : Hermitian D) {a b ea eb : ℝ} {v w : E}
    (hv : hamiltonian K U D a v = (ea : ℂ) • v)
    (hw : hamiltonian K U D b w = (eb : ℂ) • w) :
    (eb - ea) * (inner ℂ v w).re =
      ((b ^ 2)⁻¹ - (a ^ 2)⁻¹) * (inner ℂ v (K w)).re
        + (b⁻¹ - a⁻¹) * (inner ℂ v (U w)).re := by
  have expand : ∀ l : ℝ, (inner ℂ v (hamiltonian K U D l w)).re =
      (l ^ 2)⁻¹ * (inner ℂ v (K w)).re + l⁻¹ * (inner ℂ v (U w)).re
        + (inner ℂ v (D w)).re := by
    intro l
    change (inner ℂ v ((((l ^ 2)⁻¹ : ℝ) : ℂ) • K w + ((l⁻¹ : ℝ) : ℂ) • U w + D w)).re = _
    simp only [inner_add_right, inner_smul_right, Complex.add_re, Complex.re_ofReal_mul]
  -- the Hamiltonian at size `a` acts to the left
  have left : inner ℂ v (hamiltonian K U D a w) = inner ℂ (hamiltonian K U D a v) w := by
    change inner ℂ v ((((a ^ 2)⁻¹ : ℝ) : ℂ) • K w + ((a⁻¹ : ℝ) : ℂ) • U w + D w) =
      inner ℂ ((((a ^ 2)⁻¹ : ℝ) : ℂ) • K v + ((a⁻¹ : ℝ) : ℂ) • U v + D v) w
    simp only [inner_add_left, inner_add_right, inner_smul_left, inner_smul_right,
      Complex.conj_ofReal, hK v w, hU v w, hD v w]
  have h1 := expand a
  have h2 := expand b
  rw [left, hv, inner_smul_left, Complex.conj_ofReal, Complex.re_ofReal_mul] at h1
  rw [hw, inner_smul_right, Complex.re_ofReal_mul] at h2
  linear_combination h2 - h1

/-- Hellmann–Feynman theorem for the cell size: if Hermitian `K`, `U`, `D` have eigenstates `u`
near `L > 0`, continuous at `L` and of unit norm there, the energy is differentiable at `L`, with
the expectation value of the derivative of the Hamiltonian as its slope. -/
theorem hellmann_feynman {K U D : E →L[ℂ] E} (hK : Hermitian K) (hU : Hermitian U)
    (hD : Hermitian D) {e : ℝ → ℝ} {u : ℝ → E} {L : ℝ} (hL : 0 < L)
    (heig : ∀ᶠ l in 𝓝 L, hamiltonian K U D l (u l) = (e l : ℂ) • u l)
    (hcont : ContinuousAt u L) (hunit : ‖u L‖ = 1) :
    HasDerivAt e (-(2 * expectation K (u L) / L ^ 3 + expectation U (u L) / L ^ 2)) L := by
  have hlim : ∀ A : E →L[ℂ] E, Tendsto (fun l => (inner ℂ (u L) (A (u l))).re)
      (𝓝[≠] L) (𝓝 (expectation A (u L))) := by
    intro A
    have hF : Continuous (fun x : E => (inner ℂ (u L) (A x)).re) :=
      Complex.continuous_re.comp ((innerSL ℂ (u L)).continuous.comp A.continuous)
    exact (hF.continuousAt.tendsto.comp hcont.tendsto).mono_left nhdsWithin_le_nhds
  have hone : Tendsto (fun l => (inner ℂ (u L) (u l)).re) (𝓝[≠] L) (𝓝 1) := by
    have h := hlim (ContinuousLinearMap.id ℂ E)
    have h1 : expectation (ContinuousLinearMap.id ℂ E) (u L) = 1 := by
      change (inner ℂ (u L) (u L)).re = 1
      rw [inner_self_eq_norm_sq_to_K, hunit]
      simp
    rw [h1] at h
    exact h
  have ha := hasDerivAt_iff_tendsto_slope.mp (hasDerivAt_inv_sq hL.ne')
  have hb := hasDerivAt_iff_tendsto_slope.mp (hasDerivAt_inv hL.ne')
  have hq := ((ha.mul (hlim K)).add (hb.mul (hlim U))).div hone one_ne_zero
  rw [hasDerivAt_iff_tendsto_slope]
  have hval : -(2 * expectation K (u L) / L ^ 3 + expectation U (u L) / L ^ 2) =
      (-2 / L ^ 3 * expectation K (u L) + -(L ^ 2)⁻¹ * expectation U (u L)) / 1 := by
    ring
  rw [hval]
  refine hq.congr' ?_
  -- the difference quotients agree wherever the overlap is positive
  filter_upwards [heig.filter_mono nhdsWithin_le_nhds,
    hone.eventually (eventually_gt_nhds zero_lt_one)] with l hl hg
  have hid := energy_difference hK hU hD heig.self_of_nhds hl
  simp only [Pi.div_apply, slope_def_field]
  rw [div_eq_iff hg.ne']
  linear_combination (-(l - L)⁻¹) * hid

/-- Stress theorem: for Hermitian `K`, `U`, `D` and eigenstates near `L > 0` that are continuous
at `L` and of unit norm there, `-L e'` is twice the kinetic energy plus the `1/L` energy. -/
theorem stress_theorem {K U D : E →L[ℂ] E} (hK : Hermitian K) (hU : Hermitian U)
    (hD : Hermitian D) {e : ℝ → ℝ} {u : ℝ → E} {L : ℝ} (hL : 0 < L)
    (heig : ∀ᶠ l in 𝓝 L, hamiltonian K U D l (u l) = (e l : ℂ) • u l)
    (hcont : ContinuousAt u L) (hunit : ‖u L‖ = 1) :
    DifferentiableAt ℝ e L ∧
      -L * deriv e L = 2 * expectation K (u L) / L ^ 2 + expectation U (u L) / L := by
  have h := hellmann_feynman hK hU hD hL heig hcont hunit
  refine ⟨h.differentiableAt, ?_⟩
  rw [h.deriv]
  field_simp

/-- The energy of a unit eigenvector is the sum of its kinetic, `1/L` and one-centre parts. -/
theorem energy_partition {K U D : E →L[ℂ] E} {L ε : ℝ} {v : E}
    (hv : hamiltonian K U D L v = (ε : ℂ) • v) (hunit : ‖v‖ = 1) :
    ε = expectation K v / L ^ 2 + expectation U v / L + expectation D v := by
  have h := congrArg (fun x => (inner ℂ v x).re) hv
  change (inner ℂ v ((((L ^ 2)⁻¹ : ℝ) : ℂ) • K v + ((L⁻¹ : ℝ) : ℂ) • U v + D v)).re =
    (inner ℂ v ((ε : ℂ) • v)).re at h
  have h1 : (inner ℂ v v).re = 1 := by
    rw [inner_self_eq_norm_sq_to_K, hunit]
    simp
  simp only [inner_add_right, inner_smul_right, Complex.add_re, Complex.re_ofReal_mul, h1] at h
  unfold expectation
  linear_combination -h

/-- Under the hypotheses of the stress theorem, the kinetic energy at zero stress is `⟨D⟩ - e`;
it equals the virial value `-e` exactly when `⟨D⟩` vanishes. -/
theorem virial_at_zero_stress {K U D : E →L[ℂ] E} (hK : Hermitian K) (hU : Hermitian U)
    (hD : Hermitian D) {e : ℝ → ℝ} {u : ℝ → E} {L : ℝ} (hL : 0 < L)
    (heig : ∀ᶠ l in 𝓝 L, hamiltonian K U D l (u l) = (e l : ℂ) • u l)
    (hcont : ContinuousAt u L) (hunit : ‖u L‖ = 1) (hstress : deriv e L = 0) :
    expectation K (u L) / L ^ 2 = expectation D (u L) - e L ∧
      (expectation K (u L) / L ^ 2 = -e L ↔ expectation D (u L) = 0) := by
  have hs := (stress_theorem hK hU hD hL heig hcont hunit).2
  have he := energy_partition heig.self_of_nhds hunit
  rw [hstress] at hs
  have hT : expectation K (u L) / L ^ 2 = expectation D (u L) - e L := by
    linear_combination he - hs
  refine ⟨hT, ?_⟩
  rw [hT]
  constructor <;> intro h <;> linarith

/-- The operator `|p⟩⟨p|` is Hermitian. -/
theorem projector_hermitian (p : E) : Hermitian (projector p) := by
  intro x y
  change inner ℂ (inner ℂ p x • p) y = inner ℂ x (inner ℂ p y • p)
  rw [inner_smul_left, inner_smul_right, inner_conj_symm, mul_comm]

/-- For a unit vector `p`, take `K = 1`, `U = -2` and `D = d |p⟩⟨p|`. Then `p` is an eigenstate
at every `L > 0`, the stress vanishes at `L = 1`, and there the kinetic energy is `1` while
`-e = 1 - d`. -/
theorem virial_at_zero_stress_witness (p : E) (hp : ‖p‖ = 1) (d : ℝ) :
    let K := ContinuousLinearMap.id ℂ E
    let U := (-2 : ℂ) • ContinuousLinearMap.id ℂ E
    let D := (d : ℂ) • projector p
    let e : ℝ → ℝ := fun L => (L ^ 2)⁻¹ - 2 * L⁻¹ + d
    Hermitian K ∧ Hermitian U ∧ Hermitian D ∧
      (∀ L : ℝ, 0 < L → hamiltonian K U D L p = (e L : ℂ) • p) ∧
      HasDerivAt e 0 1 ∧ expectation K p / 1 ^ 2 = 1 ∧ -e 1 = 1 - d := by
  intro K U D e
  have hpp : inner ℂ p p = (1 : ℂ) := by
    rw [inner_self_eq_norm_sq_to_K, hp]
    simp
  refine ⟨fun x y => rfl, ?_, ?_, ?_, ?_, ?_, ?_⟩
  · intro x y
    change inner ℂ ((-2 : ℂ) • x) y = inner ℂ x ((-2 : ℂ) • y)
    have h2 : (starRingEnd ℂ) (2 : ℂ) = 2 := Complex.ext (by simp) (by simp)
    simp [inner_smul_left, inner_smul_right, h2]
  · intro x y
    change inner ℂ ((d : ℂ) • projector p x) y = inner ℂ x ((d : ℂ) • projector p y)
    rw [inner_smul_left, inner_smul_right, Complex.conj_ofReal, projector_hermitian p x y]
  · intro L _
    change (((L ^ 2)⁻¹ : ℝ) : ℂ) • p + ((L⁻¹ : ℝ) : ℂ) • ((-2 : ℂ) • p)
      + (d : ℂ) • (inner ℂ p p • p) = (((L ^ 2)⁻¹ - 2 * L⁻¹ + d : ℝ) : ℂ) • p
    rw [hpp]
    push_cast
    module
  · have h := ((hasDerivAt_inv_sq (one_ne_zero (α := ℝ))).fun_sub
      ((hasDerivAt_inv (one_ne_zero (α := ℝ))).const_mul 2)).add_const d
    exact h.congr_deriv (by norm_num)
  · change (inner ℂ p p).re / 1 ^ 2 = 1
    rw [hpp]
    norm_num
  · change -(((1 : ℝ) ^ 2)⁻¹ - 2 * (1 : ℝ)⁻¹ + d) = 1 - d
    norm_num
    ring

/-- Continuity cannot just be dropped: for orthonormal `p`, `q` and `K = |p⟩⟨p|`, `U = 0`,
`D = |q⟩⟨q|`, the jumping state has the smooth energy `1/L²` at every `L > 0`, yet the stress
formula fails at `L = 1`. -/
theorem stress_fails_at_crossing (p q : E) (hp : ‖p‖ = 1) (hq : ‖q‖ = 1)
    (hpq : inner ℂ p q = (0 : ℂ)) :
    (∀ L : ℝ, 0 < L → ‖jumpingState p q L‖ = 1 ∧
      hamiltonian (projector p) 0 (projector q) L (jumpingState p q L) =
        (((L ^ 2)⁻¹ : ℝ) : ℂ) • jumpingState p q L) ∧
    HasDerivAt (fun L : ℝ => (L ^ 2)⁻¹) (-2) 1 ∧
    -1 * (-2) ≠ 2 * expectation (projector p) (jumpingState p q 1) / 1 ^ 2
      + expectation 0 (jumpingState p q 1) / 1 := by
  have hqp : inner ℂ q p = (0 : ℂ) := by
    rw [← inner_conj_symm, hpq, map_zero]
  refine ⟨?_, ?_, ?_⟩
  · intro L _
    have happ : ∀ x : E, hamiltonian (projector p) 0 (projector q) L x =
        (((L ^ 2)⁻¹ : ℝ) : ℂ) • (inner ℂ p x • p) + ((L⁻¹ : ℝ) : ℂ) • (0 : E)
          + inner ℂ q x • q := fun _ => rfl
    rw [happ]
    by_cases h : L = 1
    · simp [jumpingState, h, hq, hpq]
    · simp [jumpingState, h, hp, hqp]
  · exact (hasDerivAt_inv_sq (one_ne_zero (α := ℝ))).congr_deriv (by norm_num)
  · have h1 : expectation (projector p) (jumpingState p q 1) = 0 := by
      have hs : jumpingState p q 1 = q := if_pos rfl
      rw [hs]
      change (inner ℂ q (inner ℂ p q • p)).re = 0
      rw [hpq, zero_smul, inner_zero_right, Complex.zero_re]
    have h2 : expectation 0 (jumpingState p q 1) = 0 := by
      change (inner ℂ (jumpingState p q 1) (0 : E)).re = 0
      rw [inner_zero_right, Complex.zero_re]
    rw [h1, h2]
    norm_num

end

end PAWStressVirial
```

```lean
#print axioms PAWStressVirial.virial_at_zero_stress
#print axioms PAWStressVirial.stress_fails_at_crossing
```

```
'PAWStressVirial.virial_at_zero_stress' depends on axioms: [propext, Classical.choice, Quot.sound]
'PAWStressVirial.stress_fails_at_crossing' depends on axioms: [propext, Classical.choice, Quot.sound]
```

## How the Lean statements encode the model

The space `E` is a complex inner product space of any dimension, and `E →L[ℂ] E` is the type of bounded operators on it. `Hermitian` says that an operator can be moved across the inner product, and `expectation` is the real part of $\langle v,Av\rangle$.

In `stress_theorem`, `heig` is the eigenvalue equation for all sizes sufficiently near $L$, `hcont` is continuity at $L$, and `hunit` is normalisation at $L$ only. The conclusion contains both differentiability of `e` and the stress identity. `virial_at_zero_stress` adds `deriv e L = 0` and returns the kinetic energy together with the equivalence for $\langle D\rangle=0$.

The proof follows the derivation above:

- `energy_difference` is the two-size identity. Its step `left` moves $H(a)$ across the inner product, and `linear_combination h2 - h1` subtracts the two equations.
- `hellmann_feynman` takes the limit. `hlim` and `hone` supply the limits of the matrix elements and the overlap, `hasDerivAt_inv_sq` differentiates $1/L^2$, and `filter_upwards` restricts to sizes where the eigenvalue equation holds and the overlap is positive.
- `stress_theorem` multiplies by $-L$. `energy_partition` splits the energy, and `virial_at_zero_stress` combines the two.
- `virial_at_zero_stress_witness` and `stress_fails_at_crossing` check the two examples, using `projector_hermitian` in the first. The first is stated for a unit vector $p$ in any such space, with $D=d|p\rangle\langle p|$.

## Scaled basis, linear Hamiltonian, no overlap operator

Bounded operators include every finite basis set but exclude the continuum kinetic operator. The basis functions must stretch with the cell while their number stays fixed, as plane waves with a fixed set of integer indices do. This gives the kinetic matrix its factor $1/L^2$. A plane-wave calculation at fixed energy cutoff changes its number of plane waves with the cell, so its energy differences need not match this stress.

The eigenproblem is an ordinary one for a single state, without self-consistency or the PAW overlap operator. The independence of $D$ from $L$ is an assumption: in a full PAW calculation, the projectors' matrix elements generally change with the cell and contribute to the stress.
